# An energy bound for a Chebyshev-filtered trial state

To bring a trial state closer to a nondegenerate ground state, one can apply a Chebyshev polynomial of the shifted and scaled Hamiltonian to it, and the degree has to be chosen. For a Hermitian Hamiltonian on a finite-dimensional space, with all other levels in a known interval above the ground level, and for a trial state that is not orthogonal to the ground state, the theorems below bound the energy error that remains at each degree.

```lean
import Mathlib

open Filter Topology

namespace ChebyshevFilterEnergy

noncomputable section

/-- The Chebyshev polynomial `T_m` evaluated at a real number. -/
def cheb (m : ℕ) (x : ℝ) : ℝ := (Polynomial.Chebyshev.T ℝ (m : ℤ)).eval x

/-- The three-term recurrence of the Chebyshev polynomials. -/
theorem cheb_rec (m : ℕ) (x : ℝ) :
    cheb (m + 2) x = 2 * x * cheb (m + 1) x - cheb m x := by
  unfold cheb
  push_cast
  rw [Polynomial.Chebyshev.T_add_two]
  simp

/-- `T_m` has the parity of `m`. -/
theorem cheb_neg (x : ℝ) : ∀ m : ℕ, cheb m (-x) = (-1) ^ m * cheb m x
  | 0 => by simp [cheb]
  | 1 => by simp [cheb]
  | m + 2 => by
    rw [cheb_rec m (-x), cheb_rec m x, cheb_neg x (m + 1), cheb_neg x m]
    ring

/-- For `x ≥ 1`, `T_m(x)` is at least `1 + m (x - 1)`, and each further degree
adds at least `x - 1`. -/
theorem cheb_growth {x : ℝ} (hx : 1 ≤ x) (m : ℕ) :
    1 + m * (x - 1) ≤ cheb m x ∧ x - 1 ≤ cheb (m + 1) x - cheb m x := by
  induction m with
  | zero => simp [cheb]
  | succ k ih =>
    obtain ⟨h1, h2⟩ := ih
    have hk : 0 ≤ (k : ℝ) * (x - 1) := mul_nonneg k.cast_nonneg (by linarith)
    have h3 : 0 ≤ (x - 1) * cheb (k + 1) x :=
      mul_nonneg (by linarith) (by linarith)
    refine ⟨by push_cast; linarith, ?_⟩
    rw [show k + 1 + 1 = k + 2 from rfl, cheb_rec]
    linarith

/-- On `[-1, 1]` the square of `T_m` is at most one. -/
theorem cheb_sq_le {x : ℝ} (h1 : -1 ≤ x) (h2 : x ≤ 1) (m : ℕ) : cheb m x ^ 2 ≤ 1 := by
  rw [← Real.cos_arccos h1 h2, cheb, Polynomial.Chebyshev.T_real_cos]
  exact Real.cos_sq_le_one _

variable {V : Type*} [NormedAddCommGroup V] [InnerProductSpace ℂ V]

/-- The mean energy `⟨v, H v⟩ / ⟨v, v⟩` of a nonzero state `v`, for Hermitian `H` (in general, the
real part of this quotient). -/
def meanEnergy (H : V →ₗ[ℂ] V) (v : V) : ℝ := (inner ℂ v (H v)).re / ‖v‖ ^ 2

/-- The rescaled Hamiltonian `(2H - a - b) / (b - a)`, for `a ≠ b`. -/
def rescaled (H : V →ₗ[ℂ] V) (a b : ℝ) : Module.End ℂ V :=
  ((2 / (b - a) : ℝ) : ℂ) • H - (((a + b) / (b - a) : ℝ) : ℂ) • (1 : Module.End ℂ V)

/-- The Chebyshev filter `T_m((2H - a - b) / (b - a))`, for `a ≠ b`. -/
def chebFilter (H : V →ₗ[ℂ] V) (a b : ℝ) (m : ℕ) : V →ₗ[ℂ] V :=
  Polynomial.aeval (rescaled H a b) (Polynomial.Chebyshev.T ℂ (m : ℤ))

/-- The amplification `T_m((a + b - 2E) / (b - a))` of the level `E`, for `a ≠ b`. -/
def gain (E a b : ℝ) (m : ℕ) : ℝ := cheb m ((a + b - 2 * E) / (b - a))

/-- `H` is Hermitian with unit eigenvector `u` of energy `E`, every eigenvector
orthogonal to `u` has energy in `[a, b]`, and `E < a < b`. -/
structure IsolatedLevel (H : V →ₗ[ℂ] V) (u : V) (E a b : ℝ) : Prop where
  symm : H.IsSymmetric
  unit : ‖u‖ = 1
  eigen : H u = (E : ℂ) • u
  below : E < a
  width : a < b
  band : ∀ (μ : ℝ) (x : V), x ≠ 0 → inner ℂ u x = 0 → H x = (μ : ℂ) • x → a ≤ μ ∧ μ ≤ b

/-- The Hamiltonian with energy `E` on the unit vector `u` and `b` on its complement. -/
def twoLevel (u : V) (E b : ℝ) : V →ₗ[ℂ] V :=
  (b : ℂ) • LinearMap.id + ((E - b : ℝ) : ℂ) • (innerSL ℂ u).toLinearMap.smulRight u

/-- For a unit vector `u` and `E < a < b`, the two-level Hamiltonian has the isolated
level `E`. -/
theorem isolatedLevel_witness {u : V} (hu : ‖u‖ = 1) {E a b : ℝ} (h1 : E < a) (h2 : a < b) :
    IsolatedLevel (twoLevel u E b) u E a b := by
  have ap (x : V) : twoLevel u E b x =
      (b : ℂ) • x + ((E - b : ℝ) : ℂ) • (inner ℂ u x : ℂ) • u := rfl
  have huu : inner ℂ u u = (1 : ℂ) := by rw [inner_self_eq_norm_sq_to_K, hu]; simp
  refine ⟨fun x y => ?_, hu, ?_, h1, h2, fun μ x hx hux h => ?_⟩
  · rw [ap, ap]
    simp only [inner_add_left, inner_add_right, inner_smul_left, inner_smul_right,
      inner_conj_symm, Complex.conj_ofReal]
    ring
  · rw [ap, huu, one_smul, ← add_smul]
    congr 1
    push_cast
    ring
  · rw [ap, hux, zero_smul, smul_zero, add_zero] at h
    have hb : b = μ := by exact_mod_cast smul_left_injective ℂ hx h
    exact ⟨by linarith, by linarith⟩

/-- On an eigenvector of energy `μ` the filter acts as the number
`T_m((2μ - a - b) / (b - a))`, for `a ≠ b`. -/
theorem filter_eigen {H : V →ₗ[ℂ] V} {a b μ : ℝ} {x : V} (h : H x = (μ : ℂ) • x) (m : ℕ) :
    chebFilter H a b m x = (cheb m ((2 * μ - a - b) / (b - a)) : ℂ) • x := by
  by_cases hx : x = 0
  · simp [hx]
  have h1 : rescaled H a b x = (((2 * μ - a - b) / (b - a) : ℝ) : ℂ) • x := by
    change ((2 / (b - a) : ℝ) : ℂ) • H x - (((a + b) / (b - a) : ℝ) : ℂ) • x = _
    rw [h, smul_smul, ← sub_smul]
    congr 1
    push_cast
    ring
  rw [chebFilter, Module.End.aeval_apply_of_hasEigenvector
    ⟨Module.End.mem_eigenspace_iff.2 h1, hx⟩, cheb, Polynomial.Chebyshev.complex_ofReal_eval_T]

variable [FiniteDimensional ℂ V] {H : V →ₗ[ℂ] V} {u w : V} {E a b : ℝ} {c : ℂ}

/-- Under `IsolatedLevel`, filtering a state `w` orthogonal to `u` keeps it orthogonal to `u`, does
not increase its norm, and leaves its energy between `a` and `b` times its squared norm. -/
theorem filter_complement (S : IsolatedLevel H u E a b) (hw : inner ℂ u w = 0) (m : ℕ) :
    let y := chebFilter H a b m w
    inner ℂ u y = 0 ∧ ‖y‖ ^ 2 ≤ ‖w‖ ^ 2 ∧
      a * ‖y‖ ^ 2 ≤ (inner ℂ y (H y)).re ∧ (inner ℂ y (H y)).re ≤ b * ‖y‖ ^ 2 := by
  intro y
  obtain ⟨e, l, he⟩ : ∃ (e : OrthonormalBasis (Fin (Module.finrank ℂ V)) ℂ V)
      (l : Fin (Module.finrank ℂ V) → ℝ), ∀ i, H (e i) = (l i : ℂ) • e i :=
    ⟨S.symm.eigenvectorBasis rfl, S.symm.eigenvalues rfl, S.symm.apply_eigenvectorBasis rfl⟩
  -- an operator diagonal in the eigenbasis multiplies the components
  have co (G : V →ₗ[ℂ] V) (g : Fin (Module.finrank ℂ V) → ℂ) (hG : ∀ i, G (e i) = g i • e i)
      (x : V) (i) : inner ℂ (e i) (G x) = g i * inner ℂ (e i) x := by
    have h : G x = ∑ j, (g j * inner ℂ (e j) x) • e j := by
      conv_lhs => rw [← e.sum_repr' x]
      rw [map_sum]
      refine Finset.sum_congr rfl fun j _ => ?_
      rw [map_smul, hG, smul_smul, mul_comm]
    rw [h]
    exact e.orthonormal.inner_right_fintype _ i
  have hF (i) := co (chebFilter H a b m) _ (fun j => filter_eigen (he j) m) w i
  -- only energies in the band contribute to `w`
  have hs (i) : inner ℂ (e i) w = 0 ∨ (inner ℂ u (e i) = 0 ∧ a ≤ l i ∧ l i ≤ b) := by
    have h1 : (E : ℂ) * inner ℂ u (e i) = l i * inner ℂ u (e i) := by
      have h := S.symm u (e i)
      rwa [S.eigen, he, inner_smul_left, inner_smul_right, Complex.conj_ofReal] at h
    have huu : inner ℂ u u = (1 : ℂ) := by rw [inner_self_eq_norm_sq_to_K, S.unit]; simp
    by_cases hx : e i - (inner ℂ u (e i) : ℂ) • u = 0
    · left
      rw [sub_eq_zero.1 hx, inner_smul_left, hw, mul_zero]
    · right
      have hb := S.band (l i) _ hx (by rw [inner_sub_right, inner_smul_right, huu]; ring)
        (by rw [map_sub, map_smul, he, S.eigen, smul_sub, smul_smul, smul_smul,
              mul_comm _ (E : ℂ), h1])
      refine ⟨?_, hb⟩
      by_contra h0
      have h2 : E = l i := by exact_mod_cast mul_right_cancel₀ h0 h1
      linarith [S.below, hb.1]
  have hen : (inner ℂ y (H y)).re = ∑ i, l i * ‖(inner ℂ (e i) y : ℂ)‖ ^ 2 := by
    rw [← e.sum_inner_mul_inner y (H y), Complex.re_sum]
    refine Finset.sum_congr rfl fun i _ => ?_
    rw [co H _ he, ← inner_conj_symm y (e i), Complex.sq_norm, Complex.normSq_apply]
    simp only [Complex.mul_re, Complex.mul_im, Complex.conj_re, Complex.conj_im,
      Complex.ofReal_re, Complex.ofReal_im]
    ring
  refine ⟨?_, ?_, ?_, ?_⟩
  · rw [← e.sum_inner_mul_inner u y]
    refine Finset.sum_eq_zero fun i _ => ?_
    rw [hF]
    rcases hs i with h | h
    · rw [h]; ring
    · rw [h.1]; ring
  · rw [← e.sum_sq_norm_inner_right y, ← e.sum_sq_norm_inner_right w]
    refine Finset.sum_le_sum fun i _ => ?_
    rw [hF, norm_mul, mul_pow, Complex.norm_real, Real.norm_eq_abs, sq_abs]
    rcases hs i with h | ⟨-, h1, h2⟩
    · simp [h]
    · have hd : 0 < b - a := sub_pos.2 S.width
      exact mul_le_of_le_one_left (sq_nonneg _) (cheb_sq_le
        (by rw [le_div_iff₀ hd]; linarith) (by rw [div_le_iff₀ hd]; linarith) m)
  all_goals
    rw [hen, ← e.sum_sq_norm_inner_right y, Finset.mul_sum]
    refine Finset.sum_le_sum fun i _ => ?_
    rcases hs i with h | ⟨-, h1, h2⟩
    · rw [hF, h]; simp
    · gcongr

/-- Under `IsolatedLevel`, the squared norm and energy of the filtered state `c u + w`, with `w`
orthogonal to `u`, are sums of an amplified `u` part and the part from `w`. -/
theorem filtered_moments (S : IsolatedLevel H u E a b) (hw : inner ℂ u w = 0) (c : ℂ) (m : ℕ) :
    let y := chebFilter H a b m w
    let z := chebFilter H a b m (c • u + w)
    ‖z‖ ^ 2 = ‖c‖ ^ 2 * gain E a b m ^ 2 + ‖y‖ ^ 2 ∧
      (inner ℂ z (H z)).re = E * (‖c‖ ^ 2 * gain E a b m ^ 2) + (inner ℂ y (H y)).re := by
  intro y z
  have hy : inner ℂ u y = 0 := (filter_complement S hw m).1
  have hyu : inner ℂ y u = 0 := by rw [← inner_conj_symm, hy, map_zero]
  have huH : inner ℂ u (H y) = 0 := by
    rw [← S.symm u y, S.eigen, inner_smul_left, hy, mul_zero]
  have huu : inner ℂ u u = (1 : ℂ) := by rw [inner_self_eq_norm_sq_to_K, S.unit]; simp
  obtain ⟨t, ht, hz⟩ : ∃ t : ℝ, t ^ 2 = gain E a b m ^ 2 ∧ z = (c * t) • u + y := by
    refine ⟨cheb m ((2 * E - a - b) / (b - a)), ?_, ?_⟩
    · rw [show (2 * E - a - b) / (b - a) = -((a + b - 2 * E) / (b - a)) by ring,
        cheb_neg, mul_pow, ← pow_mul, mul_comm m 2, pow_mul, gain]
      simp
    · change chebFilter H a b m (c • u + w) = _
      rw [map_add, map_smul, filter_eigen S.eigen, smul_smul]
  have hn : ‖c * (t : ℂ)‖ ^ 2 = ‖c‖ ^ 2 * gain E a b m ^ 2 := by
    rw [norm_mul, mul_pow, Complex.norm_real, Real.norm_eq_abs, sq_abs, ht]
  rw [hz, ← hn]
  generalize c * (t : ℂ) = d
  constructor
  · rw [norm_add_sq (𝕜 := ℂ), inner_smul_left, hy, norm_smul, S.unit]
    simp
  · simp only [map_add, map_smul, S.eigen, inner_add_left, inner_add_right, inner_smul_left,
      inner_smul_right, huH, hyu, huu]
    rw [Complex.sq_norm, Complex.normSq_apply]
    simp
    ring

omit [FiniteDimensional ℂ V] in
/-- The isolated level lies outside the band: its distance from the centre of `[a, b]`, in units of
the half-width, exceeds one. -/
theorem one_lt_offset (S : IsolatedLevel H u E a b) : 1 < (a + b - 2 * E) / (b - a) := by
  rw [lt_div_iff₀ (sub_pos.2 S.width)]
  linarith [S.below]

omit [FiniteDimensional ℂ V] in
/-- The amplification of the isolated level is positive. -/
theorem gain_pos (S : IsolatedLevel H u E a b) (m : ℕ) : 0 < gain E a b m := by
  have h := one_lt_offset S
  have h1 := (cheb_growth h.le m).1
  have h2 := mul_nonneg (m.cast_nonneg (α := ℝ)) (sub_nonneg.2 h.le)
  unfold gain
  linarith

/-- Under `IsolatedLevel`, for `c ≠ 0` and `w` orthogonal to `u`, the filtered state `c u + w` is
nonzero, and its mean energy is at least `E` and at most `E + (b - E)‖w‖² / (|c|² g² + ‖w‖²)`, where
`g = gain E a b m`. -/
theorem filtered_energy_sharp (S : IsolatedLevel H u E a b) (hc : c ≠ 0)
    (hw : inner ℂ u w = 0) (m : ℕ) :
    chebFilter H a b m (c • u + w) ≠ 0 ∧
    E ≤ meanEnergy H (chebFilter H a b m (c • u + w)) ∧
    meanEnergy H (chebFilter H a b m (c • u + w)) ≤
      E + (b - E) * ‖w‖ ^ 2 / (‖c‖ ^ 2 * gain E a b m ^ 2 + ‖w‖ ^ 2) := by
  obtain ⟨hn, he⟩ := filtered_moments S hw c m
  obtain ⟨-, hY, hlo, hhi⟩ := filter_complement S hw m
  have hC : 0 < ‖c‖ ^ 2 * gain E a b m ^ 2 :=
    mul_pos (pow_pos (norm_pos_iff.2 hc) 2) (pow_pos (gain_pos S m) 2)
  have hY0 := sq_nonneg ‖chebFilter H a b m w‖
  have hW0 := sq_nonneg ‖w‖
  have hEa := S.below
  have hab := S.width
  refine ⟨fun h => ?_, ?_⟩
  · rw [h, norm_zero] at hn
    linarith
  rw [meanEnergy, hn, he]
  generalize ‖c‖ ^ 2 * gain E a b m ^ 2 = C at *
  generalize ‖chebFilter H a b m w‖ ^ 2 = Y at *
  generalize ‖w‖ ^ 2 = W at *
  constructor
  · rw [le_div_iff₀ (by linarith)]
    nlinarith [mul_nonneg (sub_nonneg.2 hEa.le) hY0]
  · -- the excited fraction `Y / (C + Y)` grows with `Y`
    have key : Y ≤ W / (C + W) * (C + Y) := by
      rw [div_mul_eq_mul_div, le_div_iff₀ (by linarith)]
      nlinarith [mul_le_mul_of_nonneg_right hY hC.le]
    rw [div_le_iff₀ (by linarith), mul_div_assoc]
    have hbE : 0 ≤ b - E := by linarith
    linarith [mul_le_mul_of_nonneg_left key hbE]

/-- Under `IsolatedLevel`, for `c ≠ 0` and `w` orthogonal to `u`, the Chebyshev-filtered state
`c u + w` has mean energy at most `E + (b - E)‖w‖² / (|c|² T_m((a + b - 2E)/(b - a))²)`. -/
theorem filtered_energy_le (S : IsolatedLevel H u E a b) (hc : c ≠ 0)
    (hw : inner ℂ u w = 0) (m : ℕ) :
    meanEnergy H (chebFilter H a b m (c • u + w)) ≤
      E + (b - E) * ‖w‖ ^ 2 / (‖c‖ ^ 2 * cheb m ((a + b - 2 * E) / (b - a)) ^ 2) := by
  refine (filtered_energy_sharp S hc hw m).2.2.trans ?_
  have hC : 0 < ‖c‖ ^ 2 * gain E a b m ^ 2 :=
    mul_pos (pow_pos (norm_pos_iff.2 hc) 2) (pow_pos (gain_pos S m) 2)
  have hbE : 0 ≤ b - E := by linarith [S.below, S.width]
  change _ ≤ E + (b - E) * ‖w‖ ^ 2 / (‖c‖ ^ 2 * gain E a b m ^ 2)
  have h := div_le_div_of_nonneg_left (mul_nonneg hbE (sq_nonneg ‖w‖)) hC
    (le_add_of_nonneg_right (sq_nonneg ‖w‖))
  linarith

/-- Under `IsolatedLevel`, for `c ≠ 0` and `w` orthogonal to `u`, the mean energy of the filtered
state `c u + w` converges to `E` as the degree grows. -/
theorem filtered_energy_tendsto (S : IsolatedLevel H u E a b) (hc : c ≠ 0)
    (hw : inner ℂ u w = 0) :
    Tendsto (fun m => meanEnergy H (chebFilter H a b m (c • u + w))) atTop (𝓝 E) := by
  have hx := one_lt_offset S
  have hg : Tendsto (fun m => cheb m ((a + b - 2 * E) / (b - a))) atTop atTop :=
    tendsto_atTop_mono (fun m => by linarith [(cheb_growth hx.le m).1])
      (tendsto_natCast_atTop_atTop.atTop_mul_const (sub_pos.2 hx))
  have h2 := ((tendsto_pow_atTop (two_ne_zero)).comp hg).const_mul_atTop
    (pow_pos (norm_pos_iff.2 hc) 2)
  have h3 := (h2.const_div_atTop ((b - E) * ‖w‖ ^ 2)).const_add E
  rw [add_zero] at h3
  exact tendsto_of_tendsto_of_tendsto_of_le_of_le tendsto_const_nhds h3
    (fun m => (filtered_energy_sharp S hc hw m).2.1) (fun m => filtered_energy_le S hc hw m)

end

end ChebyshevFilterEnergy
```

```lean
#print axioms ChebyshevFilterEnergy.filtered_energy_le
#print axioms ChebyshevFilterEnergy.filtered_energy_tendsto
```

```
'ChebyshevFilterEnergy.filtered_energy_le' depends on axioms: [propext, Classical.choice, Quot.sound]
'ChebyshevFilterEnergy.filtered_energy_tendsto' depends on axioms: [propext, Classical.choice, Quot.sound]
```

## The bound in words

Let u be the normalised ground state, with energy E, and let [a, b] contain all other energies, with E < a < b. Write the trial state as v = c u + w, where c ≠ 0 is its overlap with u and w is orthogonal to u. The filter of degree m turns v into

z = T_m((2H − a − b)/(b − a)) v.

With the number

τ = T_m((a + b − 2E)/(b − a)),

`filtered_energy_le` states that

⟨z, Hz⟩/⟨z, z⟩ ≤ E + (b − E)‖w‖² / (|c|²τ²).

`filtered_energy_sharp` adds that z ≠ 0, that the mean energy is at least E, and that the denominator may be replaced by |c|²τ² + ‖w‖², which is larger when w ≠ 0. `filtered_energy_tendsto` states that the mean energy converges to E as m grows.

## Hamiltonian, band and trial state in Lean

The state space is `V`, a finite-dimensional complex inner product space, and `H` is a linear map on it. The structure `IsolatedLevel` collects the assumptions: `H` is symmetric, `u` is a unit eigenvector of energy `E`, and every eigenvector orthogonal to `u` has its energy in [a, b]. Its field `band` refers to this interval, not to a Bloch band. The interval is an input: a calculation must supply an upper bound b on the spectrum and a number a that separates the ground level from the rest.

`meanEnergy` divides by ‖v‖², so neither the trial state nor the filtered state has to be normalised. `chebFilter` is the polynomial evaluated at the operator `rescaled`, which maps the energies a and b to −1 and 1. `gain` is τ, the factor by which the u component grows, up to sign.

The theorem `isolatedLevel_witness` shows that the assumptions can be met: `twoLevel` gives u the energy E and every vector orthogonal to u the energy b.

In electronic structure, the bound applies to filtering one vector with a fixed Hamiltonian matrix in an orthonormal basis; filtering a whole subspace of occupied orbitals needs a further argument. The energy E belongs to that matrix, and the step from it to the Hamiltonian in a complete basis requires a separate estimate of the basis-set error.

## Growth outside the interval, boundedness inside

Put x₀ = (a + b − 2E)/(b − a). Since E < a, x₀ > 1 (`one_lt_offset`). The recurrence

T_{m+2}(x) = 2x T_{m+1}(x) − T_m(x)

gives

T_{m+2} − T_{m+1} = 2(x − 1)T_{m+1} + (T_{m+1} − T_m).

For x ≥ 1, induction from T₀ = 1 and T₁ = x shows that each increment is at least x − 1, hence

T_m(x) ≥ 1 + m(x − 1).

This is `cheb_growth`; it makes τ positive (`gain_pos`). The linear bound is enough for the proofs, but it understates the growth: for x > 1, T_m(x) = cosh(m arcosh x) grows exponentially with m. To choose a degree, one should therefore use τ itself in the energy bound, not its linear lower bound. This takes estimates of E and |c|, which are usually not known beforehand. On [−1, 1], writing x = cos θ gives T_m(x) = cos(mθ), so T_m(x)² ≤ 1 (`cheb_sq_le`).

An eigenvector of energy μ is multiplied by T_m((2μ − a − b)/(b − a)), by `filter_eigen`. For u the argument is −x₀, and the parity rule `cheb_neg` turns the factor into (−1)^m τ.

## The part orthogonal to the ground state

`filter_complement` expands w in an orthonormal eigenbasis e_i of H with energies l_i. This basis need not contain u, so the step `hs` considers

r = e_i − ⟨u, e_i⟩u.

If r = 0, then e_i is a multiple of u and ⟨e_i, w⟩ = 0. Otherwise, Hermiticity gives (E − l_i)⟨u, e_i⟩ = 0, so r is an eigenvector of energy l_i orthogonal to u. Hence l_i lies in [a, b], differs from E, and ⟨u, e_i⟩ = 0.

Only energies in [a, b] therefore contribute to w. Let y be the filtered w. Its components are those of w times factors of modulus at most one, so y is orthogonal to u and

‖y‖² ≤ ‖w‖²,
a‖y‖² ≤ ⟨y, Hy⟩ ≤ b‖y‖².

## From norm and energy to the bound

The filtered state is z = (−1)^m cτ u + y. Set C = |c|²τ², Y = ‖y‖² and W = ‖w‖². The cross terms vanish, and `filtered_moments` gives

‖z‖² = C + Y,
⟨z, Hz⟩ = EC + ⟨y, Hy⟩.

Since C > 0, z is nonzero. The energy error is

(⟨y, Hy⟩ − EY)/(C + Y),

which is nonnegative and at most (b − E)Y/(C + Y). From Y ≤ W follows Y(C + W) ≤ W(C + Y), so

Y/(C + Y) ≤ W/(C + W) ≤ W/C.

The first inequality is the step `key`, reached after `generalize` has introduced the same letters C, Y and W; it yields the sharper bound. The second yields the simpler one. For the limit, τ ≥ 1 + m(x₀ − 1) grows without bound, and the mean energy is squeezed between E and a bound that tends to E.

## Weight left outside the ground state

The same inequality controls the state as well as its energy. The fraction of the squared norm of z that lies outside u is Y/(C + Y), so

1 − |⟨u, z⟩|²/‖z‖² ≤ ‖w‖² / (|c|²τ² + ‖w‖²).

This consequence is not stated as a separate theorem in the Lean code.
